# A half-open integer cell of nonzero determinant holds only the origin exactly when the determinant is 1 or −1

If a cell that holds two lattice sites is mistaken for a primitive one, the number of electrons per site comes out twice too large, and folded bands are read as separate ones. The Lean file below proves a test that settles the matter for a cell whose edges, written in a primitive basis of the lattice, are integer vectors with nonzero determinant: with its upper faces left out, the cell contains no site besides the origin exactly when that determinant is 1 or −1.

```lean
import Mathlib

open Matrix

namespace PrimitiveCell

/-- The point with fractional coordinates `s` with respect to the cell whose edge vectors
are the columns of the integer matrix `M`. -/
def cellPoint {n : Type*} [Fintype n] (M : Matrix n n ℤ) (s : n → ℝ) : n → ℝ :=
  (M.map (fun k : ℤ => (k : ℝ))) *ᵥ s

/-- The integer site `x` lies in the half-open cell spanned by the columns of `M`: it has
fractional coordinates that all lie in `[0, 1)`. -/
def InCell {n : Type*} [Fintype n] (M : Matrix n n ℤ) (x : n → ℤ) : Prop :=
  ∃ s : n → ℝ, (∀ i, 0 ≤ s i ∧ s i < 1) ∧ (fun i => (x i : ℝ)) = cellPoint M s

/-- Adding fractional coordinates adds the corresponding points. -/
theorem cellPoint_add {n : Type*} [Fintype n] (M : Matrix n n ℤ) (s t : n → ℝ) :
    cellPoint M (s + t) = cellPoint M s + cellPoint M t :=
  Matrix.mulVec_add _ s t

/-- Integer fractional coordinates `m` give the integer site `M m`. -/
theorem cellPoint_int {n : Type*} [Fintype n] (M : Matrix n n ℤ) (m : n → ℤ) :
    cellPoint M (fun i => (m i : ℝ)) = fun i => (((M *ᵥ m) i : ℤ) : ℝ) := by
  ext i
  simp [cellPoint, Matrix.mulVec, dotProduct]

/-- If the edge vectors have nonzero determinant, every point of space has exactly one set
of fractional coordinates. -/
theorem existsUnique_fractional_coordinates {n : Type*} [Fintype n] [DecidableEq n]
    {M : Matrix n n ℤ} (hM : M.det ≠ 0) (x : n → ℝ) :
    ∃! s : n → ℝ, x = cellPoint M s := by
  have hA : (M.map (fun k : ℤ => (k : ℝ))).det ≠ 0 := by
    have h : ((M.det : ℤ) : ℝ) = (M.map (fun k : ℤ => (k : ℝ))).det :=
      (Int.castRingHom ℝ).map_det M
    rw [← h]
    exact_mod_cast hM
  refine ⟨(M.map (fun k : ℤ => (k : ℝ)))⁻¹ *ᵥ x, ?_, ?_⟩
  · show x = (M.map (fun k : ℤ => (k : ℝ))) *ᵥ ((M.map (fun k : ℤ => (k : ℝ)))⁻¹ *ᵥ x)
    rw [Matrix.mulVec_mulVec, Matrix.mul_nonsing_inv _ (isUnit_iff_ne_zero.mpr hA),
      Matrix.one_mulVec]
  · intro s hs
    have hs' : x = (M.map (fun k : ℤ => (k : ℝ))) *ᵥ s := hs
    rw [hs', Matrix.mulVec_mulVec, Matrix.nonsing_inv_mul _ (isUnit_iff_ne_zero.mpr hA),
      Matrix.one_mulVec]

/-- The translates of a cell with nonzero determinant tile the integer sites: for each site
`x` exactly one translation `M m` with integer `m` brings `x - M m` into the cell. -/
theorem existsUnique_translation {n : Type*} [Fintype n] [DecidableEq n]
    {M : Matrix n n ℤ} (hM : M.det ≠ 0) (x : n → ℤ) :
    ∃! m : n → ℤ, InCell M (x - M *ᵥ m) := by
  obtain ⟨s, hs, hu⟩ := existsUnique_fractional_coordinates hM (fun i => (x i : ℝ))
  have hs' : (fun i => (x i : ℝ)) = cellPoint M s := hs
  refine ⟨fun i => ⌊s i⌋, ⟨fun i => Int.fract (s i),
    fun i => ⟨Int.fract_nonneg _, Int.fract_lt_one _⟩, ?_⟩, ?_⟩
  · -- split the coordinates into fractional and integer parts
    have h1 : (fun i => Int.fract (s i)) + (fun i => ((⌊s i⌋ : ℤ) : ℝ)) = s := by
      ext i
      exact Int.fract_add_floor (s i)
    have h2 := congrArg (cellPoint M) h1
    rw [cellPoint_add, cellPoint_int, ← hs'] at h2
    ext i
    have h3 := congrFun h2 i
    simp only [Pi.add_apply] at h3
    simp only [Pi.sub_apply, Int.cast_sub]
    linarith
  · -- any admissible translation is the integer part of the coordinates
    rintro m ⟨t, ht, hxt⟩
    have h : t + (fun i => (m i : ℝ)) = s := by
      apply hu
      show (fun i => (x i : ℝ)) = cellPoint M (t + fun i => (m i : ℝ))
      rw [cellPoint_add, cellPoint_int, ← hxt]
      ext i
      simp
    ext i
    have hi := congrFun h i
    simp only [Pi.add_apply] at hi
    symm
    show ⌊s i⌋ = m i
    rw [Int.floor_eq_iff]
    constructor <;> linarith [(ht i).1, (ht i).2]

/-- In any dimension, a cell with integer edge vectors and nonzero determinant has
determinant `1` or `-1` if and only if it contains no integer site except the origin. -/
theorem det_eq_one_or_neg_one_iff {n : Type*} [Fintype n] [DecidableEq n]
    {M : Matrix n n ℤ} (hM : M.det ≠ 0) :
    (M.det = 1 ∨ M.det = -1) ↔ ∀ x : n → ℤ, InCell M x → x = 0 := by
  constructor
  · intro hdet x hx
    have hunit : IsUnit M.det := Int.isUnit_iff.mpr hdet
    have h1 : M *ᵥ (M⁻¹ *ᵥ x) = x := by
      rw [Matrix.mulVec_mulVec, Matrix.mul_nonsing_inv _ hunit, Matrix.one_mulVec]
    -- both `M⁻¹ x` and `0` translate `x` into the cell
    have ha : InCell M (x - M *ᵥ (M⁻¹ *ᵥ x)) := by
      rw [h1, sub_self]
      exact ⟨0, by simp, by ext i; simp [cellPoint]⟩
    have hb : InCell M (x - M *ᵥ (0 : n → ℤ)) := by
      rw [Matrix.mulVec_zero, sub_zero]
      exact hx
    have h2 : M⁻¹ *ᵥ x = 0 := (existsUnique_translation hM x).unique ha hb
    rw [h2, Matrix.mulVec_zero] at h1
    exact h1.symm
  · intro h
    have hsurj : ∀ x : n → ℤ, ∃ m : n → ℤ, M *ᵥ m = x := by
      intro x
      obtain ⟨m, hm, _⟩ := existsUnique_translation hM x
      exact ⟨m, (sub_eq_zero.mp (h _ hm)).symm⟩
    choose g hg using hsurj
    -- the preimages of the unit vectors form an integer right inverse
    have hinv : M * Matrix.of (fun i j => g (Pi.single j 1) i) = 1 := by
      ext i j
      have hij := congrFun (hg (Pi.single j 1)) i
      rw [Matrix.mul_apply, Matrix.one_apply]
      simpa [Matrix.mulVec, dotProduct, Pi.single_apply] using hij
    have hd := congrArg Matrix.det hinv
    rw [Matrix.det_mul, Matrix.det_one] at hd
    exact Int.isUnit_iff.mp (isUnit_iff_exists_inv.mpr ⟨_, hd⟩)

/-- The point with given fractional coordinates in a planar cell, written in components. -/
theorem cellPoint_two (a b c d : ℤ) (s : Fin 2 → ℝ) :
    cellPoint !![a, b; c, d] s = ![a * s 0 + b * s 1, c * s 0 + d * s 1] := by
  ext i
  fin_cases i <;> simp [cellPoint, Matrix.mulVec, dotProduct, Fin.sum_univ_two]

/-- For integer vectors `u`, `v` in the plane with nonzero determinant, the determinant is
`1` or `-1` if and only if the origin is the only integer point `s u + t v` with real
`s`, `t` in `[0, 1)`. -/
theorem planar_cell_iff (u v : Fin 2 → ℤ) (h : u 0 * v 1 - u 1 * v 0 ≠ 0) :
    (u 0 * v 1 - u 1 * v 0 = 1 ∨ u 0 * v 1 - u 1 * v 0 = -1) ↔
      ∀ (x : Fin 2 → ℤ) (s t : ℝ), 0 ≤ s → s < 1 → 0 ≤ t → t < 1 →
        (∀ i, (x i : ℝ) = s * u i + t * v i) → x = 0 := by
  have hdet : (!![u 0, v 0; u 1, v 1]).det = u 0 * v 1 - u 1 * v 0 := by
    rw [Matrix.det_fin_two_of]
    ring
  have main := det_eq_one_or_neg_one_iff (M := !![u 0, v 0; u 1, v 1])
    (by rw [hdet]; exact h)
  rw [hdet] at main
  rw [main]
  constructor
  · intro H x s t hs hs1 ht ht1 hx
    refine H x ⟨![s, t], Fin.forall_fin_two.mpr ⟨⟨hs, hs1⟩, ⟨ht, ht1⟩⟩, ?_⟩
    rw [cellPoint_two]
    ext i
    fin_cases i
    · show (x 0 : ℝ) = u 0 * s + v 0 * t
      linarith [hx 0]
    · show (x 1 : ℝ) = u 1 * s + v 1 * t
      linarith [hx 1]
  · rintro H x ⟨s, hs, hx⟩
    rw [cellPoint_two] at hx
    have h0 : (x 0 : ℝ) = u 0 * s 0 + v 0 * s 1 := congrFun hx 0
    have h1 : (x 1 : ℝ) = u 1 * s 0 + v 1 * s 1 := congrFun hx 1
    refine H x (s 0) (s 1) (hs 0).1 (hs 0).2 (hs 1).1 (hs 1).2
      (Fin.forall_fin_two.mpr ⟨?_, ?_⟩) <;> linarith

/-- The centred square cell with edges `(1, 1)` and `(-1, 1)` has determinant `2` and
contains the site `(0, 1)`. -/
theorem centred_cell :
    (!![1, -1; 1, 1] : Matrix (Fin 2) (Fin 2) ℤ).det = 2 ∧
      InCell !![1, -1; 1, 1] ![0, 1] := by
  refine ⟨by norm_num [Matrix.det_fin_two_of], fun _ => 1 / 2, fun _ => by norm_num, ?_⟩
  rw [cellPoint_two]
  ext i
  fin_cases i <;> norm_num

/-- The degenerate cell with edges `(1, 0)` and `(0, 0)` has determinant `0`, and yet it
contains no integer site except the origin. -/
theorem degenerate_cell :
    (!![1, 0; 0, 0] : Matrix (Fin 2) (Fin 2) ℤ).det = 0 ∧
      ∀ x : Fin 2 → ℤ, InCell !![1, 0; 0, 0] x → x = 0 := by
  refine ⟨by norm_num [Matrix.det_fin_two_of], ?_⟩
  rintro x ⟨s, hs, hx⟩
  rw [cellPoint_two] at hx
  have h0 : (x 0 : ℝ) = s 0 := by simpa using congrFun hx 0
  have h1 : x 1 = 0 := by simpa using congrFun hx 1
  -- an integer in `[0, 1)` vanishes
  have ha : (0 : ℝ) ≤ (x 0 : ℝ) := by rw [h0]; exact (hs 0).1
  have hb : (x 0 : ℝ) < 1 := by rw [h0]; exact (hs 0).2
  have ha' : 0 ≤ x 0 := by exact_mod_cast ha
  have hb' : x 0 < 1 := by exact_mod_cast hb
  have h2 : x 0 = 0 := by omega
  ext i
  fin_cases i
  · exact h2
  · exact h1

end PrimitiveCell
```

```lean
#print axioms PrimitiveCell.planar_cell_iff
-- 'PrimitiveCell.planar_cell_iff' depends on axioms: [propext, Classical.choice, Quot.sound]
#print axioms PrimitiveCell.centred_cell
-- 'PrimitiveCell.centred_cell' depends on axioms: [propext, Classical.choice, Quot.sound]
#print axioms PrimitiveCell.degenerate_cell
-- 'PrimitiveCell.degenerate_cell' depends on axioms: [propext, Classical.choice, Quot.sound]
```

## Sites, edges and the half-open cell

Choose a primitive basis of a lattice and write every lattice vector in that basis. The sites are then the integer vectors \(x \in \mathbb{Z}^n\), whatever the lengths and angles of the basis vectors. A second cell, whose edges are themselves lattice vectors, is described by an integer matrix \(M\) with the edges as its columns. Its volume is \(|\det M|\) times that of the original primitive cell, and the sign of \(\det M\) records whether the handedness of the basis is kept.

In Lean the index type `n` is any finite type, so the dimension is arbitrary, and `M : Matrix n n ℤ` holds the edges. The definition `cellPoint M s` is the real vector

\[
(Ms)_i = \sum_j M_{ij}\, s_j ,
\]

that is, the point with fractional coordinates \(s\). The entries of \(M\) are converted to real numbers first, because \(s\) is real. The proposition `InCell M x` says that the integer site \(x\) equals \(Ms\) for some \(s\) with \(0 \le s_i < 1\) for every \(i\).

The half-open interval is a convention with consequences. A closed cell would contain all its corners, which are sites, and no cell in one or more dimensions with nonzero determinant would then hold the origin alone. The corners of such a cell are all equivalent under translations by its edges, and with the upper faces left out only the origin remains of them.

## The criterion in general dimension and in the plane

The theorem `det_eq_one_or_neg_one_iff` assumes `M.det ≠ 0` and states that

\[
\det M = 1 \ \text{ or } \ \det M = -1
\quad\Longleftrightarrow\quad
\text{every site } x \text{ in the cell is } 0 .
\]

The origin always lies in the cell, with \(s = 0\), so the right-hand side does say that it is the only site there.

The theorem `planar_cell_iff` writes this out for two edge vectors \(u, v \in \mathbb{Z}^2\). Components are numbered 0 and 1, as in Lean, and the determinant is \(u_0 v_1 - u_1 v_0\). If it is nonzero, it equals 1 or −1 exactly when the conditions

\[
x_i = s\,u_i + t\,v_i \quad (i = 0, 1), \qquad 0 \le s < 1, \quad 0 \le t < 1,
\]

with integer \(x\) and real \(s, t\), force \(x = 0\).

For an ideal, infinite periodic crystal described in a known primitive basis, this is the check to make on an integer transformation matrix before a band structure or a count per cell is interpreted as belonging to a primitive cell. The sites are lattice points and not atoms: a primitive cell may still contain a motif of several atoms. The starting basis must itself be primitive, since otherwise \(\mathbb{Z}^n\) would not list all the lattice points. The theorems distinguish one site from more than one, and do not count the sites in a larger cell.

## Every site has exactly one translation into the cell

The derivation begins with fractional coordinates. Since \(\det M \ne 0\), the matrix \(M\) is invertible over the real numbers. For a real vector \(x\), the choice \(s = M^{-1}x\) satisfies \(x = Ms\), and if \(x = Ms\) then multiplication by \(M^{-1}\) gives back the same \(s\). This is `existsUnique_fractional_coordinates`. Its first lines show that converting the entries to real numbers and then taking the determinant gives the same number as converting the integer determinant, so that it remains nonzero.

Now let \(x\) be an integer site with fractional coordinates \(s\). Split each coordinate into its integer part and the rest:

\[
s_i = m_i + f_i, \qquad m_i = \lfloor s_i \rfloor, \qquad 0 \le f_i < 1 .
\]

By linearity \(x = Mm + Mf\), hence

\[
x - Mm = Mf .
\]

The left-hand side is an integer vector and the right-hand side is a point of the cell. The lattice translation \(Mm\) therefore carries \(x\) back into the cell.

No other translation does so. Suppose that \(m\) is now any integer vector for which \(x - Mm = Mt\), with all \(t_i\) in \([0,1)\). Then \(x = M(t + m)\), and uniqueness of the fractional coordinates gives \(t + m = s\). Hence \(m_i \le s_i < m_i + 1\), which means \(m_i = \lfloor s_i \rfloor\).

The theorem `existsUnique_translation` follows these lines. It supplies `⌊s i⌋` as the translation and `Int.fract (s i)` as the remaining coordinate. The lemma `cellPoint_add` provides linearity, and `cellPoint_int` identifies the point with integer coordinates \(m\) as the integer site \(Mm\). In the uniqueness part, `hu` is the uniqueness of \(s\), and `Int.floor_eq_iff` turns the last pair of inequalities into the statement about the floor. Geometrically, the translates of the cell tile the sites without gaps or overlaps.

## From the determinant to the sites, and back

Suppose first that \(\det M = \pm 1\), and let \(x\) be a site in the cell. The inverse matrix is the adjugate of \(M\) divided by \(\det M\). The adjugate has integer entries, and division by \(\pm 1\) keeps them integers, so \(m = M^{-1}x\) is an integer vector with \(Mm = x\). Two translations now bring \(x\) into the cell:

\[
x - Mm = 0, \qquad x - M\,0 = x .
\]

The first result is the origin, and the second is in the cell by assumption. Since only one translation can do this, \(m = 0\), and therefore \(x = Mm = 0\). In the Lean proof these two memberships are `ha` and `hb`, and `.unique ha hb` compares them.

Suppose conversely that the cell holds only the origin. For any site \(x\) there is an integer \(m\) such that \(x - Mm\) lies in the cell. That difference must be zero, so \(x = Mm\), and every site is an integer combination of the cell edges. This is `hsurj`. The `choose` line then selects one such \(m\) for each \(x\) and calls it \(g(x)\).

Apply this to the unit vectors \(e_j\), written `Pi.single j 1` in Lean, and put the vectors \(g(e_j)\) side by side as the columns of a matrix \(G\), with entries \(G_{ij} = g(e_j)_i\). Column by column, \(M g(e_j) = e_j\), so

\[
MG = 1, \qquad \det M \,\det G = 1 .
\]

Both determinants are integers, and a product of two integers equals 1 only if both are 1 or both are −1. In Lean the matrix identity is `hinv`, the determinant identity is `hd`, and `Int.isUnit_iff` draws the conclusion.

The planar theorem is the general one applied to `!![u 0, v 0; u 1, v 1]`, whose columns are \(u\) and \(v\). The lemma `cellPoint_two` writes the matrix product in components, and the rest of the proof translates between the pair \(s, t\) and a vector of two fractional coordinates.

## One inverse, two number systems

The lemma `Matrix.mul_nonsing_inv` appears twice in the file, once for a real matrix and once for an integer one. Mathlib defines the inverse of a square matrix over any commutative ring, through the adjugate and the inverse of the determinant. The lemma states that \(M M^{-1} = 1\) provided the determinant is a unit, meaning that it has a multiplicative inverse within the same ring.

Over the real numbers every nonzero determinant is a unit, and the lemma yields fractional coordinates for any nondegenerate cell. Over the integers only 1 and −1 are units, and the lemma yields integer coordinates. The type of the matrix decides which statement is meant: `M⁻¹` in the main theorem is an integer matrix, whereas the inverse used for fractional coordinates is real. For a determinant of 2 the real inverse exists as usual, but Mathlib's integer `M⁻¹` is the zero matrix, which is why the proof obtains `hunit` before using it.

## A centred cell, a collapsed cell and a line

The theorem `centred_cell` takes the edges \((1,1)\) and \((-1,1)\) on the square lattice. The determinant is 2, and

\[
\tfrac12 (1,1) + \tfrac12 (-1,1) = (0,1)
\]

is a second site, at the centre of the cell.

The theorem `degenerate_cell` takes the edges \((1,0)\) and \((0,0)\). A site in this cell has \(x_0 = s_0\) with \(0 \le s_0 < 1\), and \(x_1 = 0\). The only integer in \([0,1)\) is 0, so the cell holds only the origin although its determinant is 0. With no condition on the determinant, then, the step from "only the origin" to "determinant 1 or −1" would fail. The opposite step loses nothing, because a determinant of 1 or −1 is already nonzero.

In one dimension the matrix is a single nonzero integer \(a\), and the cell consists of the points \(as\) with \(0 \le s < 1\). For \(a > 0\) its sites are \(0, 1, \dots, a-1\), and for \(a < 0\) they are \(0, -1, \dots, a+1\). There are \(|a|\) of them, and the origin is alone exactly when \(a = \pm 1\). The general theorem even admits dimension zero, where the determinant is 1 and the origin is the only site there is.
